# Trace estimation with random phases: mean tr A and variance Σ |A_ij|² over i ≠ j, for m-th roots of unity with m ≥ 3

**Q:** Why should a random vector know the trace of a matrix, and what fixes the noise?

**A:** Take a two-by-two complex matrix \(A\) and a vector \(z=(z_1,z_2)\) whose entries are drawn independently and uniformly from the \(m\)-th roots of unity, with \(m\ge2\). Since \(|z_1|=|z_2|=1\),

\[
z^\dagger A z = A_{11}+A_{22}+A_{12}\,u+A_{21}\,\bar u,\qquad u=\bar z_1 z_2 .
\]

The trace appears exactly in every sample, and the rest is noise. The relative phase \(u\) is itself uniform on the \(m\)-th roots, so the noise averages to zero. Its squared modulus is

\[
|A_{12}|^2+|A_{21}|^2+2\,\mathrm{Re}\,(A_{12}\overline{A_{21}}\,u^2).
\]

For \(m\ge 3\) the average of \(u^2\) vanishes and only the first two terms remain. For signs, \(m=2\), we have \(u^2=1\) and the cross term stays. If \(A\) is real symmetric, it doubles the variance to \(4A_{12}^2\).

**Q:** Does that survive in larger matrices, where many products of phases appear?

**A:** Yes. Write the error as

\[
E(z)=z^\dagger A z-\mathrm{tr}A=\sum_{i\ne j}A_{ij}\,\bar z_i z_j,
\]

\[
|E(z)|^2=\sum_{i\ne j}\sum_{k\ne l}A_{ij}\overline{A_{kl}}\;\bar z_i z_j z_k\bar z_l .
\]

Let \(\zeta\) be a primitive \(m\)-th root of unity. Multiplying one chosen entry of \(z\) by \(\zeta\) only permutes the ensemble. If a monomial thereby acquires a factor \(c\), its average \(\mu\) satisfies \(\mu=c\mu\), so \(\mu=0\) whenever \(c\ne1\).

For \(\bar z_i z_j\) with \(i\ne j\), rotating \(z_j\) gives \(c=\zeta\), so the mean error is zero. For the fourth-order monomials with \((k,l)\ne(i,j)\) there are three cases:

- If \(k=i\), then \(l\ne j\), and rotating \(z_j\) gives \(c=\zeta\).
- If \(k\ne i\) and \(l=i\), rotating \(z_i\) gives \(c=\bar\zeta^2\).
- If \(k\ne i\) and \(l\ne i\), rotating \(z_i\) gives \(c=\bar\zeta\).

All three factors differ from 1 because \(m\ge3\). When \((k,l)=(i,j)\), the monomial is \(|z_i|^2|z_j|^2=1\). Hence the mean of \(|E|^2\) is \(\sum_{i\ne j}|A_{ij}|^2\).

**Q:** Now the formal version. Where is the probability? I see no random variables.

In Lean 4 with Mathlib:

```lean
import Mathlib

open Matrix ComplexConjugate

namespace PhaseHutchinson

noncomputable section

variable {n : Type*} [Fintype n] [DecidableEq n] {m : ℕ} [NeZero m]

/-- There are finitely many `m`-th roots of unity. -/
instance rootsFintype (m : ℕ) [NeZero m] : Fintype (rootsOfUnity m ℂ) :=
  haveI : Finite (rootsOfUnity m ℂ) := Finite.of_injective
    (fun z : rootsOfUnity m ℂ => (⟨((z : ℂˣ) : ℂ), by
      rw [Multiset.mem_toFinset, Polynomial.mem_nthRoots (Nat.pos_of_ne_zero (NeZero.ne m))]
      exact (mem_rootsOfUnity' m _).1 z.2⟩ :
        {x : ℂ // x ∈ (Polynomial.nthRoots m (1 : ℂ)).toFinset}))
    (fun _ _ h => Subtype.ext (Units.ext (congrArg Subtype.val h)))
  Fintype.ofFinite _

/-- A phase vector: every entry is an `m`-th root of unity. -/
abbrev Phases (n : Type*) (m : ℕ) := n → rootsOfUnity m ℂ

/-- The complex vector of entries of a phase vector. -/
def amp {n : Type*} {m : ℕ} (z : Phases n m) : n → ℂ := fun i => ((z i : ℂˣ) : ℂ)

/-- The uniform average over all phase vectors. -/
def avg {K : Type*} [Field K] (f : Phases n m → K) : K :=
  (∑ z, f z) / (Fintype.card (Phases n m) : K)

/-- The one-sample stochastic trace estimate `zᴴ A z`. -/
def estimator {n : Type*} [Fintype n] {m : ℕ} (A : Matrix n n ℂ) (z : Phases n m) : ℂ :=
  star (amp z) ⬝ᵥ A *ᵥ amp z
```

**A:** The ensemble is finite, so an expectation is a sum divided by a count. `Phases n m` contains every assignment of an \(m\)-th root to each index in `n`. Giving all of them equal weight is the same as drawing the entries independently and uniformly. `amp` turns such an assignment into an ordinary complex vector, and `avg` is the ensemble mean, usable for real and complex quantities alike. In `estimator`, `star` conjugates the left vector, so this is \(z^\dagger A z\) for one sample.

**Q:** And the permutation argument? That is where I would expect hand-waving.

```lean
/-- The average of a constant is that constant. -/
theorem avg_const {K : Type*} [Field K] [CharZero K] (c : K) :
    avg (fun _ : Phases n m => c) = c := by
  have h : (Fintype.card (Phases n m) : K) ≠ 0 := Nat.cast_ne_zero.2 Fintype.card_ne_zero
  unfold avg
  rw [Finset.sum_const, Finset.card_univ, nsmul_eq_mul]
  exact mul_div_cancel_left₀ c h

/-- The average of a finite linear combination is the linear combination of the averages. -/
theorem avg_sum {ι : Type*} (s : Finset ι) (c : ι → ℂ) (f : ι → Phases n m → ℂ) :
    avg (fun z => ∑ p ∈ s, c p * f p z) = ∑ p ∈ s, c p * avg (fun z => f p z) := by
  unfold avg
  rw [Finset.sum_comm, Finset.sum_div]
  refine Finset.sum_congr rfl fun p _ => ?_
  rw [← Finset.mul_sum, mul_div_assoc]

/-- If multiplying the phase vector by a fixed one multiplies a quantity by a factor other
than one, that quantity averages to zero. -/
theorem avg_eq_zero_of_shift (f : Phases n m → ℂ) (g : Phases n m) (c : ℂ) (hc : c ≠ 1)
    (h : ∀ z, f (g * z) = c * f z) : avg f = 0 := by
  have hs : ∑ z, f (g * z) = ∑ z, f z := Equiv.sum_comp (Equiv.mulLeft g) f
  simp only [h] at hs
  rw [← Finset.mul_sum] at hs
  have h0 : (c - 1) * ∑ z, f z = 0 := by linear_combination hs
  have h1 := (mul_eq_zero.1 h0).resolve_left (sub_ne_zero.2 hc)
  unfold avg
  rw [h1, zero_div]
```

**A:** The whole proof turns on `avg_eq_zero_of_shift`. The entries are elements of Mathlib's group `rootsOfUnity m ℂ`, so phase vectors form a group under entrywise multiplication. `Equiv.mulLeft g` is then a bijection of the ensemble, and `Equiv.sum_comp` says that relabelling by it leaves the sum unchanged. What remains is \((c-1)\sum_z f(z)=0\). The two lemmas before it supply the average of a constant and linearity.

**Q:** How does it rotate only one entry?

```lean
omit [Fintype n] [DecidableEq n] in
/-- Every entry of a phase vector has unit modulus. -/
theorem conj_mul_amp (z : Phases n m) (i : n) : conj (amp z i) * amp z i = 1 := by
  have h : amp z i ^ m = 1 := (mem_rootsOfUnity' m _).1 (z i).2
  have hn : ‖amp z i‖ ^ m = 1 := by rw [← norm_pow, h, norm_one]
  have h1 : ‖amp z i‖ = 1 := (pow_eq_one_iff_of_nonneg (norm_nonneg _) (NeZero.ne m)).1 hn
  rw [mul_comm, Complex.mul_conj, Complex.normSq_eq_norm_sq, h1]
  norm_num

/-- For `m ≥ 3`, the second moments of two different entries vanish, and so do the fourth
moments that pair two different ordered off-diagonal index pairs. -/
theorem phase_moments (hm : 3 ≤ m) :
    (∀ i j : n, i ≠ j → avg (fun z : Phases n m => conj (amp z i) * amp z j) = 0) ∧
    (∀ i j k l : n, i ≠ j → k ≠ l → ¬(k = i ∧ l = j) →
      avg (fun z : Phases n m =>
        conj (amp z i) * amp z j * (amp z k * conj (amp z l))) = 0) := by
  have hω := Complex.isPrimitiveRoot_exp m (NeZero.ne m)
  obtain ⟨ζ, hζ⟩ : ∃ ζ : rootsOfUnity m ℂ, IsPrimitiveRoot ((ζ : ℂˣ) : ℂ) m :=
    ⟨hω.toRootsOfUnity, hω⟩
  -- neither the primitive root nor its square is one
  have h1 : ((ζ : ℂˣ) : ℂ) ≠ 1 := fun h => by
    have := Nat.le_of_dvd one_pos (hζ.dvd_of_pow_eq_one 1 (by rw [pow_one, h]))
    omega
  have h2 : conj ((ζ : ℂˣ) : ℂ) ≠ 1 := fun h => h1 (by
    have := congrArg conj h
    rwa [Complex.conj_conj, map_one] at this)
  have h3 : conj ((ζ : ℂˣ) : ℂ) * conj ((ζ : ℂˣ) : ℂ) ≠ 1 := fun h => by
    have h' := congrArg conj h
    rw [map_mul, Complex.conj_conj, map_one] at h'
    have := Nat.le_of_dvd two_pos (hζ.dvd_of_pow_eq_one 2 (by rw [pow_two, h']))
    omega
  -- effect of rotating the single entry `p`
  have rot : ∀ (p : n) (z : Phases n m) (i : n), amp (Pi.mulSingle p ζ * z) i =
      (if i = p then ((ζ : ℂˣ) : ℂ) else 1) * amp z i := by
    intro p z i
    by_cases h : i = p
    · subst h
      simp [amp]
    · simp [amp, h]
  constructor
  · intro i j hij
    refine avg_eq_zero_of_shift _ (Pi.mulSingle j ζ) _ h1 fun z => ?_
    simp only [rot, hij, if_true, if_false, one_mul]
    ring
  · intro i j k l hij hkl hne
    by_cases hk : k = i
    · have hl : l ≠ j := fun h => hne ⟨hk, h⟩
      have hkj : k ≠ j := fun h => hij (hk.symm.trans h)
      refine avg_eq_zero_of_shift _ (Pi.mulSingle j ζ) _ h1 fun z => ?_
      simp only [rot, hij, hkj, hl, if_true, if_false, one_mul]
      ring
    · by_cases hl : l = i
      · -- entry `i` now occurs twice, both times conjugated, so the factor is a squared phase
        refine avg_eq_zero_of_shift _ (Pi.mulSingle i ζ) _ h3 fun z => ?_
        simp only [rot, hij.symm, hk, hl, if_true, if_false, one_mul, map_mul]
        ring
      · refine avg_eq_zero_of_shift _ (Pi.mulSingle i ζ) _ h2 fun z => ?_
        simp only [rot, hij.symm, hk, hl, if_true, if_false, one_mul, map_mul]
        ring
```

**A:** `Pi.mulSingle p ζ` is the phase vector with \(\zeta\) at position `p` and 1 elsewhere. The local fact `rot` records what multiplying by it does to each entry. `h1`, `h2` and `h3` show that \(\zeta\), \(\bar\zeta\) and \(\bar\zeta^2\) are not 1, and the `by_cases` splits `hk` and `hl` give the three cases above. `conj_mul_amp` supplies the unit modulus.

**Q:** So what exactly is established about the estimator?

```lean
/-- The error of a single estimate is the off-diagonal part of the quadratic form. -/
theorem estimator_sub_trace (A : Matrix n n ℂ) (z : Phases n m) :
    estimator A z - A.trace = ∑ p : n × n with p.1 ≠ p.2,
      A p.1 p.2 * (conj (amp z p.1) * amp z p.2) := by
  have he : estimator A z = ∑ i, ∑ j, A i j * (conj (amp z i) * amp z j) := by
    simp only [estimator, dotProduct, mulVec, Pi.star_apply, Finset.mul_sum, starRingEnd_apply]
    refine Finset.sum_congr rfl fun i _ => Finset.sum_congr rfl fun j _ => ?_
    ring
  rw [Finset.sum_filter, Fintype.sum_prod_type, he, Matrix.trace, sub_eq_iff_eq_add,
    ← Finset.sum_add_distrib]
  refine Finset.sum_congr rfl fun i _ => ?_
  have hd : A.diag i = ∑ j, if i = j then A i j else 0 := by simp
  rw [hd, ← Finset.sum_add_distrib]
  refine Finset.sum_congr rfl fun j _ => ?_
  by_cases h : i = j
  · subst h
    rw [conj_mul_amp]
    simp
  · simp [h]

/-- For `m ≥ 3` and any complex matrix, the phase estimator has mean `tr A`. -/
theorem estimator_mean (hm : 3 ≤ m) (A : Matrix n n ℂ) :
    avg (fun z : Phases n m => estimator A z) = A.trace := by
  have h0 : avg (fun z : Phases n m => estimator A z - A.trace) = 0 := by
    simp only [estimator_sub_trace]
    rw [avg_sum]
    refine Finset.sum_eq_zero fun p hp => ?_
    rw [(phase_moments (n := n) hm).1 _ _ (Finset.mem_filter.1 hp).2, mul_zero]
  have hc := avg_const (n := n) (m := m) A.trace
  unfold avg at h0 hc ⊢
  rw [Finset.sum_sub_distrib, sub_div, hc] at h0
  exact sub_eq_zero.1 h0

/-- For `m ≥ 3` and any complex matrix, the mean squared modulus of the error of the phase
estimator is the sum of `|A_ij|²` over `i ≠ j`. -/
theorem estimator_variance (hm : 3 ≤ m) (A : Matrix n n ℂ) :
    avg (fun z : Phases n m => ‖estimator A z - A.trace‖ ^ 2) =
      ∑ p : n × n with p.1 ≠ p.2, ‖A p.1 p.2‖ ^ 2 := by
  have hsq : ∀ w : ℂ, ((‖w‖ ^ 2 : ℝ) : ℂ) = w * conj w := fun w => by
    rw [Complex.mul_conj, Complex.normSq_eq_norm_sq]
  -- the squared error as a double sum over off-diagonal pairs
  have key : ∀ z : Phases n m, ((‖estimator A z - A.trace‖ ^ 2 : ℝ) : ℂ) =
      ∑ p : n × n with p.1 ≠ p.2, A p.1 p.2 * ∑ q : n × n with q.1 ≠ q.2,
        conj (A q.1 q.2) * (conj (amp z p.1) * amp z p.2 *
          (amp z q.1 * conj (amp z q.2))) := by
    intro z
    rw [hsq, estimator_sub_trace, map_sum, Finset.sum_mul_sum]
    refine Finset.sum_congr rfl fun p _ => ?_
    rw [Finset.mul_sum]
    refine Finset.sum_congr rfl fun q _ => ?_
    simp only [map_mul, Complex.conj_conj]
    ring
  apply Complex.ofReal_injective
  have hcast : ((avg (fun z : Phases n m => ‖estimator A z - A.trace‖ ^ 2) : ℝ) : ℂ) =
      avg (fun z : Phases n m => ((‖estimator A z - A.trace‖ ^ 2 : ℝ) : ℂ)) := by
    simp [avg]
  rw [hcast, funext key, avg_sum, Complex.ofReal_sum]
  refine Finset.sum_congr rfl fun p hp => ?_
  -- only the pair `q = p` survives the average
  rw [avg_sum, Finset.sum_eq_single_of_mem p hp, hsq]
  · have h1 : ∀ z : Phases n m, conj (amp z p.1) * amp z p.2 *
        (amp z p.1 * conj (amp z p.2)) = 1 := fun z => by
      linear_combination (conj (amp z p.2) * amp z p.2) * conj_mul_amp z p.1 +
        conj_mul_amp z p.2
    rw [funext h1, avg_const, mul_one]
  · intro q hq hqp
    rw [(phase_moments (n := n) hm).2 _ _ _ _ (Finset.mem_filter.1 hp).2
      (Finset.mem_filter.1 hq).2 (fun h => hqp (Prod.ext h.1 h.2)), mul_zero]
```

**A:** `estimator_sub_trace` is the formula for \(E(z)\), valid sample by sample. `estimator_mean` says that the mean is \(\mathrm{tr}A\), and `estimator_variance` gives the mean of \(|E|^2\). The latter expands the square over pairs `p` and `q`, and `Finset.sum_eq_single_of_mem` keeps only `q = p`. Both theorems hold for any finite complex square matrix and any \(m\ge3\). For a one-by-one matrix there are no off-diagonal pairs, and the variance is zero.

**Q:** For a general matrix the estimate is complex. I measure real traces of Hermitian operators.

```lean
/-- For Hermitian `A` and entries uniform on the fourth roots of unity, `zᴴ A z` is real, with
mean `tr A` and variance the sum of `|A_ij|²` over `i ≠ j`. -/
theorem hermitian_fourth_roots (A : Matrix n n ℂ) (hA : A.IsHermitian) :
    (∀ z : Phases n 4, (estimator A z).im = 0) ∧
    avg (fun z : Phases n 4 => (estimator A z).re) = A.trace.re ∧
    avg (fun z : Phases n 4 => ((estimator A z).re - A.trace.re) ^ 2) =
      ∑ p : n × n with p.1 ≠ p.2, ‖A p.1 p.2‖ ^ 2 := by
  have him : ∀ z : Phases n 4, (estimator A z).im = 0 := fun z => by
    apply Complex.conj_eq_iff_im.1
    rw [starRingEnd_apply]
    unfold estimator
    rw [← Matrix.star_dotProduct, Matrix.star_mulVec, hA.eq, ← Matrix.dotProduct_mulVec]
  have hX : ∀ z : Phases n 4, (((estimator A z).re : ℝ) : ℂ) = estimator A z := fun z =>
    Complex.ext (by simp) (by simp [him z])
  have hd : ∀ i, (A i i).im = 0 := fun i => Complex.conj_eq_iff_im.1 (hA.apply i i)
  have ht : ((A.trace.re : ℝ) : ℂ) = A.trace :=
    Complex.ext (by simp) (by simp [Matrix.trace, hd])
  refine ⟨him, ?_, ?_⟩
  · apply Complex.ofReal_injective
    have hcast : ((avg (fun z : Phases n 4 => (estimator A z).re) : ℝ) : ℂ) =
        avg (fun z : Phases n 4 => (((estimator A z).re : ℝ) : ℂ)) := by
      simp [avg]
    rw [hcast, funext hX, ht]
    exact estimator_mean (by norm_num) A
  · rw [← estimator_variance (m := 4) (by norm_num) A]
    congr 1
    funext z
    have h : estimator A z - A.trace = (((estimator A z).re - A.trace.re : ℝ) : ℂ) := by
      rw [Complex.ofReal_sub, hX, ht]
    rw [h, Complex.norm_real, Real.norm_eq_abs, sq_abs]

end

end PhaseHutchinson
```

**A:** `hermitian_fourth_roots` treats that case for entries from \(\{1,i,-1,-i\}\). Hermiticity makes \(z^\dagger A z\) equal to its own conjugate, so its imaginary part vanishes. The real parts then have ordinary mean \(\mathrm{tr}A\) and ordinary variance \(\sum_{i\ne j}|A_{ij}|^2\). The proof identifies these real numbers with their complex counterparts and applies the general theorems at \(m=4\). The sum runs over ordered pairs, so each Hermitian pair of elements counts twice.

**Q:** What is left out, and where would I use the rest?

**A:** Sign vectors are left out: the mean and variance theorems start at \(m=3\), and the doubled variance for \(m=2\) was derived above only for a real symmetric two-by-two matrix. Gaussian vectors, averages over several samples and the quality of a pseudorandom generator are not treated either. In a Chebyshev calculation of a density of states, \(A\) can be a Chebyshev polynomial \(T_k(H)\) of a finite Hamiltonian matrix \(H\), rescaled so that its spectrum lies in \([-1,1]\). The formula then gives the single-sample variance of the estimate of the moment \(\mathrm{tr}\,T_k(H)\), assuming ideal uniform phases and exact arithmetic. The noise depends on the basis: it is small where \(A\) is nearly diagonal.

```lean
#print axioms PhaseHutchinson.estimator_variance
#print axioms PhaseHutchinson.hermitian_fourth_roots
```

```
'PhaseHutchinson.estimator_variance' depends on axioms: [propext, Classical.choice, Quot.sound]
'PhaseHutchinson.hermitian_fourth_roots' depends on axioms: [propext, Classical.choice, Quot.sound]
```
